# A linear structure-factor term gives a u⁻⁴ hole tail and a quadratic term gives none as the damping is removed

To estimate how the exchange-correlation hole of a three-dimensional uniform electron gas decays with separation u, one can take the small-wave-number expansion of the structure factor, a k + b k², and transform it term by term. With a damping factor exp(−e k) that is removed at the end, the linear term contributes −2a/u⁴ at any u ≠ 0 and the quadratic term contributes nothing, up to a common constant prefactor.

```lean
import Mathlib

open MeasureTheory Filter Topology Set

namespace ExchangeCorrelationHoleTail

noncomputable section

/-- Radial Fourier transform of a structure-factor term `S` at distance `u`, with convergence
factor `exp (-e k)` and without the constant prefactor `1 / (2 π ^ 2)`. -/
def regHole (S : ℝ → ℝ) (e u : ℝ) : ℝ :=
  ∫ k in Ioi (0 : ℝ), k ^ 2 * S k * Real.sinc (k * u) * Real.exp (-(e * k))

/-- Away from zero distance the radial transform is `1 / u` times a sine integral. -/
theorem regHole_eq_sine (S : ℝ → ℝ) (e : ℝ) {u : ℝ} (hu : u ≠ 0) :
    regHole S e u =
      (1 / u) * ∫ k in Ioi (0 : ℝ), k * S k * Real.sin (k * u) * Real.exp (-(e * k)) := by
  unfold regHole
  rw [← integral_const_mul]
  refine setIntegral_congr_fun measurableSet_Ioi fun k hk => ?_
  have hk0 : k ≠ 0 := (Set.mem_Ioi.mp hk).ne'
  rw [Real.sinc_of_ne_zero (mul_ne_zero hk0 hu)]
  field_simp

/-- The Laplace integral of a power of the wave number converges at a complex decay rate `r`
with positive real part, and equals `n! / r ^ (n + 1)`. -/
theorem integral_pow_mul_cexp (n : ℕ) {r : ℂ} (hr : 0 < r.re) :
    Integrable (fun k : ℝ => (k : ℂ) ^ n * Complex.exp (-(r * k))) (volume.restrict (Ioi 0)) ∧
    ∫ k : ℝ in Ioi 0, (k : ℂ) ^ n * Complex.exp (-(r * k)) =
      (n.factorial : ℂ) / r ^ (n + 1) := by
  have hr0 : r ≠ 0 := by
    rintro rfl
    simp at hr
  -- convergence: compare with the real decay rate `r.re`, whose integral is a factorial times a
  -- power of `1 / r.re`, hence nonzero
  have hint : ∀ m : ℕ, Integrable (fun k : ℝ => (k : ℂ) ^ m * Complex.exp (-(r * k)))
      (volume.restrict (Ioi 0)) := by
    intro m
    have ha : 0 < ((m : ℂ) + 1).re := by
      simp only [Complex.add_re, Complex.natCast_re, Complex.one_re]
      positivity
    have h := Complex.integral_cpow_mul_exp_neg_mul_Ioi ha hr
    have h1 : (1 / (r.re : ℂ)) ^ ((m : ℂ) + 1) = (1 / (r.re : ℂ)) ^ (m + 1) := by
      rw [← Nat.cast_succ, Complex.cpow_natCast]
    rw [Complex.Gamma_nat_eq_factorial, h1] at h
    simp only [add_sub_cancel_right, Complex.cpow_natCast] at h
    have hi : Integrable (fun k : ℝ => (k : ℂ) ^ m * Complex.exp (-((r.re : ℂ) * k)))
        (volume.restrict (Ioi 0)) := by
      by_contra hn
      rw [integral_undef hn] at h
      exact mul_ne_zero (pow_ne_zero _ (one_div_ne_zero (Complex.ofReal_ne_zero.mpr hr.ne')))
        (Nat.cast_ne_zero.mpr m.factorial_ne_zero) h.symm
    refine Integrable.mono hi (Continuous.aestronglyMeasurable (by fun_prop))
      (ae_of_all _ fun k => le_of_eq ?_)
    simp [Complex.norm_exp]
  -- integration by parts
  have hrec : ∀ m : ℕ, (m : ℂ) * (∫ k : ℝ in Ioi 0, (k : ℂ) ^ (m - 1) * Complex.exp (-(r * k)))
      - r * (∫ k : ℝ in Ioi 0, (k : ℂ) ^ m * Complex.exp (-(r * k))) = -(0 ^ m) := by
    intro m
    have hd : ∀ k : ℝ, HasDerivAt (fun k : ℝ => (k : ℂ) ^ m * Complex.exp (-(r * k)))
        ((m : ℂ) * ((k : ℂ) ^ (m - 1) * Complex.exp (-(r * k))) -
          r * ((k : ℂ) ^ m * Complex.exp (-(r * k)))) k := by
      intro k
      have h1 : HasDerivAt (fun z : ℂ => -(r * z)) (-r) (k : ℂ) :=
        ((hasDerivAt_id' (k : ℂ)).const_mul r).fun_neg.congr_deriv (by ring)
      exact (((hasDerivAt_pow m (k : ℂ)).fun_mul h1.cexp).comp_ofReal).congr_deriv (by ring)
    have i1 := (hint (m - 1)).const_mul (m : ℂ)
    have i2 := (hint m).const_mul r
    have hl := tendsto_zero_of_hasDerivAt_of_integrableOn_Ioi (a := 0)
      (fun k _ => hd k) (i1.sub i2) (hint m)
    have h := integral_Ioi_of_hasDerivAt_of_tendsto' (a := 0) (fun k _ => hd k) (i1.sub i2) hl
    rw [integral_sub i1 i2, integral_const_mul, integral_const_mul] at h
    rw [h]
    simp
  have hsol : ∀ J : ℕ → ℂ, (∀ m : ℕ, (m : ℂ) * J (m - 1) - r * J m = -(0 ^ m)) →
      J n = (n.factorial : ℂ) / r ^ (n + 1) := by
    intro J hJ
    induction n with
    | zero =>
      have h := hJ 0
      rw [eq_div_iff (pow_ne_zero _ hr0)]
      simp only [Nat.cast_zero, pow_zero, Nat.factorial_zero, Nat.cast_one] at h ⊢
      linear_combination -h
    | succ n ih =>
      have h := hJ (n + 1)
      rw [Nat.add_sub_cancel, ih, zero_pow (Nat.succ_ne_zero n)] at h
      have hc : (n.factorial : ℂ) / r ^ (n + 1) * r ^ (n + 1) = n.factorial :=
        div_mul_cancel₀ _ (pow_ne_zero _ hr0)
      rw [eq_div_iff (pow_ne_zero _ hr0), Nat.factorial_succ, Nat.cast_mul]
      linear_combination -(r ^ (n + 1)) * h + ((n + 1 : ℕ) : ℂ) * hc
  exact ⟨hint n, hsol (fun m => ∫ k : ℝ in Ioi 0, (k : ℂ) ^ m * Complex.exp (-(r * k))) hrec⟩

/-- The damped sine moments converge, and equal the imaginary part of `n! / (e - i u) ^ (n + 1)`. -/
theorem sine_moment {e : ℝ} (he : 0 < e) (u : ℝ) (n : ℕ) :
    IntegrableOn (fun k : ℝ => k ^ n * Real.sin (k * u) * Real.exp (-(e * k))) (Ioi 0) ∧
    ∫ k in Ioi (0 : ℝ), k ^ n * Real.sin (k * u) * Real.exp (-(e * k)) =
      ((n.factorial : ℂ) / ((e : ℂ) - u * Complex.I) ^ (n + 1)).im := by
  have hr : 0 < ((e : ℂ) - u * Complex.I).re := by simpa using he
  obtain ⟨hint, hval⟩ := integral_pow_mul_cexp n hr
  have him : ∀ k : ℝ, ((k : ℂ) ^ n * Complex.exp (-(((e : ℂ) - u * Complex.I) * k))).im =
      k ^ n * Real.sin (k * u) * Real.exp (-(e * k)) := by
    intro k
    have h1 : (-(((e : ℂ) - u * Complex.I) * k)).re = -(e * k) := by simp
    have h2 : (-(((e : ℂ) - u * Complex.I) * k)).im = k * u := by simp [mul_comm]
    rw [← Complex.ofReal_pow, Complex.im_ofReal_mul, Complex.exp_im, h1, h2]
    ring
  refine ⟨(Integrable.im hint).congr (ae_of_all _ fun k => him k), ?_⟩
  rw [← hval]
  exact (integral_congr_ae (ae_of_all _ fun k => (him k).symm)).trans (integral_im hint)

/-- Scaling form: `u ^ (m + 3)` times the transform of `k ^ m` depends only on `e / u`. -/
theorem regHole_pow (m : ℕ) {e u : ℝ} (he : 0 < e) (hu : u ≠ 0) :
    u ^ (m + 3) * regHole (fun k => k ^ m) e u =
      (m + 1).factorial * (((((e / u : ℝ) : ℂ) - Complex.I)⁻¹) ^ (m + 2)).im := by
  have hu' : (u : ℂ) ≠ 0 := Complex.ofReal_ne_zero.mpr hu
  have hz : (e : ℂ) - u * Complex.I = u * (((e / u : ℝ) : ℂ) - Complex.I) := by
    push_cast
    field_simp
  have hv : ∀ w : ℂ, ((m + 1).factorial : ℂ) / (u * w) ^ (m + 2) =
      (((m + 1).factorial / u ^ (m + 2) : ℝ) : ℂ) * w⁻¹ ^ (m + 2) := by
    intro w
    rw [mul_pow, Complex.ofReal_div, Complex.ofReal_pow, Complex.ofReal_natCast, inv_pow]
    ring
  have h := (sine_moment he u (m + 1)).2
  rw [hz, show m + 1 + 1 = m + 2 from rfl, hv, Complex.im_ofReal_mul] at h
  simp only [pow_succ' _ m] at h
  rw [regHole_eq_sine _ _ hu, h, show u ^ (m + 3) = u ^ (m + 2) * u from pow_succ _ _]
  have hp := pow_ne_zero (m + 2) hu
  generalize u ^ (m + 2) = p at hp ⊢
  field_simp

/-- The scaling function of `k ^ m` tends to `(m + 1)! Im (i ^ (m + 2))` at small argument. -/
theorem tendsto_scaling (m : ℕ) :
    Tendsto (fun t : ℝ => ((m + 1).factorial : ℝ) * ((((t : ℂ) - Complex.I)⁻¹) ^ (m + 2)).im)
      (𝓝 0) (𝓝 ((m + 1).factorial * (Complex.I ^ (m + 2)).im)) := by
  have hv : (((0 : ℝ) : ℂ) - Complex.I)⁻¹ = Complex.I := by simp
  have h : Tendsto (fun t : ℝ => (((t : ℂ) - Complex.I)⁻¹) ^ (m + 2)) (𝓝 0)
      (𝓝 ((((0 : ℝ) : ℂ) - Complex.I)⁻¹ ^ (m + 2))) :=
    (ContinuousAt.inv₀ (by fun_prop) (by simp)).pow _
  rw [hv] at h
  exact ((Complex.continuous_im.tendsto _).comp h).const_mul _

/-- For a structure-factor term `k ^ m`, removing the convergence factor leaves
`(m + 1)! Im (i ^ (m + 2)) / u ^ (m + 3)`. -/
theorem tendsto_regHole_pow (m : ℕ) {u : ℝ} (hu : u ≠ 0) :
    Tendsto (fun e => regHole (fun k => k ^ m) e u) (𝓝[>] 0)
      (𝓝 ((m + 1).factorial * (Complex.I ^ (m + 2)).im / u ^ (m + 3))) := by
  have ht : Tendsto (fun e : ℝ => e / u) (𝓝 0) (𝓝 (0 / u)) := tendsto_id.div_const u
  rw [zero_div] at ht
  refine (((tendsto_scaling m).comp (ht.mono_left nhdsWithin_le_nhds)).div_const
    (u ^ (m + 3))).congr' ?_
  filter_upwards [self_mem_nhdsWithin] with e he
  exact (div_eq_iff (pow_ne_zero _ hu)).mpr
    ((regHole_pow m (Set.mem_Ioi.mp he) hu).symm.trans (mul_comm _ _))

/-- At fixed damping `e > 0`, `u ^ (m + 3)` times the transform of `k ^ m` tends to
`(m + 1)! Im (i ^ (m + 2))` at large distance. -/
theorem large_distance_tail (m : ℕ) {e : ℝ} (he : 0 < e) :
    Tendsto (fun u => u ^ (m + 3) * regHole (fun k => k ^ m) e u) atTop
      (𝓝 ((m + 1).factorial * (Complex.I ^ (m + 2)).im)) := by
  have ht : Tendsto (fun u : ℝ => e / u) atTop (𝓝 0) := tendsto_const_nhds.div_atTop tendsto_id
  refine ((tendsto_scaling m).comp ht).congr' ?_
  filter_upwards [eventually_gt_atTop 0] with u hu
  exact (regHole_pow m he hu.ne').symm

/-- As the convergence factor is removed, the transform of `a k + b k ^ 2` at nonzero distance
tends to `-2 a / u ^ 4`, with no contribution from the quadratic term. -/
theorem linear_term_gives_hole_tail (a b : ℝ) {u : ℝ} (hu : u ≠ 0) :
    Tendsto (fun e => regHole (fun k => a * k + b * k ^ 2) e u) (𝓝[>] 0)
      (𝓝 (-2 * a / u ^ 4)) := by
  have h := ((tendsto_regHole_pow 1 hu).const_mul a).add ((tendsto_regHole_pow 2 hu).const_mul b)
  have I3 : (Complex.I ^ (1 + 2)).im = -1 := by simp [pow_succ]
  have I4 : (Complex.I ^ (2 + 2)).im = 0 := by simp [pow_succ]
  have f2 : (((1 + 1).factorial : ℕ) : ℝ) = 2 := by norm_num [Nat.factorial]
  have hv : a * (((1 + 1).factorial : ℝ) * (-1) / u ^ (1 + 3)) +
      b * (((2 + 1).factorial : ℝ) * 0 / u ^ (2 + 3)) = -2 * a / u ^ 4 := by
    rw [f2]
    ring
  rw [I3, I4, hv] at h
  refine h.congr' ?_
  filter_upwards [self_mem_nhdsWithin] with e he
  have hi : ∀ m : ℕ, IntegrableOn
      (fun k : ℝ => k * k ^ m * Real.sin (k * u) * Real.exp (-(e * k))) (Ioi 0) := fun m => by
    simpa only [pow_succ' _ m] using (sine_moment (Set.mem_Ioi.mp he) u (m + 1)).1
  -- both sine integrals converge, so the transform is additive
  rw [regHole_eq_sine _ _ hu, regHole_eq_sine _ _ hu, regHole_eq_sine _ _ hu,
    mul_left_comm a, mul_left_comm b, ← mul_add, ← integral_const_mul, ← integral_const_mul,
    ← integral_add (Integrable.const_mul (hi 1) a) (Integrable.const_mul (hi 2) b)]
  refine congrArg (fun x => 1 / u * x) (integral_congr_ae (ae_of_all _ fun k => ?_))
  beta_reduce
  ring

end

end ExchangeCorrelationHoleTail
```

```lean
#print axioms ExchangeCorrelationHoleTail.large_distance_tail
-- 'ExchangeCorrelationHoleTail.large_distance_tail' depends on axioms: [propext, Classical.choice, Quot.sound]
#print axioms ExchangeCorrelationHoleTail.linear_term_gives_hole_tail
-- 'ExchangeCorrelationHoleTail.linear_term_gives_hole_tail' depends on axioms: [propext, Classical.choice, Quot.sound]
```

## The damped transform and its limit

The definition `regHole S e u` is the integral

∫₀^∞ k² S(k) sinc(k u) exp(−e k) dk,

where `S` is any real function of the wave number k, `u` is the separation and `e` is the damping parameter. `Real.sinc` is sin x / x, with the value 1 at x = 0.

The main theorem, `linear_term_gives_hole_tail`, takes arbitrary real coefficients `a` and `b` and a real `u` with u ≠ 0. It states that the transform of a k + b k² tends to −2a/u⁴ as e tends to 0 from above, which is the meaning of `𝓝[>] 0`. Physical separations are positive, but the theorem also admits negative u. With a = 1 and b = 0, it says that

(1/u) ∫₀^∞ k² sin(k u) exp(−e k) dk → −2/u⁴,

and with a = 0 and b = 1 that the same expression with k³ in place of k² tends to 0.

The condition u ≠ 0 is a real restriction. At u = 0 the kernel is 1, and the linear term gives ∫₀^∞ k³ exp(−e k) dk = 6/e⁴, which diverges as e → 0.

Two further theorems treat a single power k^m, for every natural number m. `tendsto_regHole_pow` gives the limit e → 0⁺ at fixed u ≠ 0, and `large_distance_tail` gives the limit of u^(m+3) times the transform as u → ∞ at fixed e > 0.

## The hole of a uniform electron gas

In a three-dimensional uniform gas the exchange-correlation hole n_xc(u) and the structure factor S(k) are related by

n_xc(u) = (1/(2π²)) ∫₀^∞ k² [S(k) − 1] sin(k u)/(k u) dk.

The file leaves out the prefactor 1/(2π²). The constant −1 does not affect the hole at u ≠ 0: it is the case m = 0, whose limit is zero. With the prefactor restored, a linear term a k contributes −a/(π² u⁴) to the hole.

At zero temperature, which is assumed from here on, the small-k structure factor of non-interacting, spin-unpolarised electrons with Fermi wave number k_F begins with 3k/(4k_F). In the interacting gas it begins with a quadratic term set by the plasmon frequency. Within this term-by-term treatment of the uniform gas, the exchange hole alone therefore has a non-oscillating u⁻⁴ tail, which is absent once correlation is included. This matters when exchange and correlation holes are modelled separately, because the correlation hole must then cancel that tail.

The coefficients a and b are inputs to the theorem. The parameter e has the dimension of a length and suppresses wave numbers well above 1/e; it is a device for giving the integral a value and does not represent physical screening.

The polynomial is also used at all k, whereas a real structure factor follows it only at small k and tends to 1 at large k. Passing from the polynomial to the asymptotics of a complete hole needs a separate argument about the rest of S(k), including its singularities at finite k, such as the one at 2k_F, which gives the exchange hole an oscillating tail that is also of order u⁻⁴.

## Evaluating the integrals by hand

Write T_m(e, u) for the transform of k^m. For k > 0 and u ≠ 0, k² sin(k u)/(k u) = k sin(k u)/u, so

T_m(e, u) = (1/u) ∫₀^∞ k^(m+1) sin(k u) exp(−e k) dk.

Set r = e − i u with e > 0. Then exp(−r k) = exp(−e k) [cos(k u) + i sin(k u)], and the sine integrals are imaginary parts of

J_n = ∫₀^∞ k^n exp(−r k) dk.

Direct integration gives J_0 = 1/r. For n ≥ 1, integration by parts has no boundary contribution and gives r J_n = n J_(n−1). Hence

J_n = n!/r^(n+1),

∫₀^∞ k^n sin(k u) exp(−e k) dk = Im[n!/(e − i u)^(n+1)].

For the linear term, n = 2. Since 1/(e − i u) = (e + i u)/(e² + u²) and Im (e + i u)³ = 3e²u − u³,

T_1(e, u) = 2(3e² − u²)/(e² + u²)³ → −2/u⁴ as e → 0⁺.

For the quadratic term, n = 3 and Im (e + i u)⁴ = 4e³u − 4e u³, so

T_2(e, u) = 24 e (e² − u²)/(e² + u²)⁴ → 0 as e → 0⁺.

Both integrals converge for every e > 0, so the transform of a k + b k² is a T_1 + b T_2, and its limit is −2a/u⁴.

All powers can be handled together by taking out a factor of u. With t = e/u, e − i u = u(t − i), and therefore

u^(m+3) T_m(e, u) = (m+1)! Im[(t − i)^(−(m+2))].

At t = 0 the inverse of t − i is i, so the right-hand side tends to (m+1)! Im(i^(m+2)). This is zero for every even m, because an even power of i is real. The variable t goes to zero both when e → 0⁺ at fixed u and when u → ∞ at fixed e, which is why the two limits share the same coefficient.

## Numbers at u = 1

Take u = 1 in some unit of length, with a = b = 1 in the matching units. The limits are −2 for the linear term and 0 for the quadratic one.

At e = 0.1:

T_1 = 2(0.03 − 1)/1.01³ ≈ −1.883,

T_2 = 2.4(0.01 − 1)/1.01⁴ ≈ −2.283.

At e = 0.01:

T_1 ≈ −1.9988,

T_2 ≈ −0.2399.

The linear term is already close to its limit at e = 0.1, while the quadratic term is still the larger of the two in magnitude. Its leading part is −24e/u⁶, so it vanishes only in proportion to e.

## How the Lean proof follows the calculation

`regHole_eq_sine` replaces the sinc kernel by the sine integral with its factor 1/u, using k > 0 and u ≠ 0.

`integral_pow_mul_cexp` establishes both the convergence and the value of J_n for any complex r with positive real part. For convergence, the modulus of the integrand equals that of the integrand with the real decay rate Re r. Mathlib's Gamma-function formula gives the latter a nonzero integral; since Lean assigns the value 0 to the integral of a non-integrable function, that integrand must be integrable. The step `hrec` is the integration by parts. Its boundary term `-(0 ^ m)` equals −1 for m = 0 and 0 otherwise, so one identity covers both the starting value and the recursion. The step `hsol` solves the recursion by induction.

`sine_moment` sets r = e − i u and takes imaginary parts, of the integrability statement as well as of the value. `regHole_pow` is the scaling identity in t = e/u, and `tendsto_scaling` obtains its limit at t = 0 from the continuity of the inverse there, since −i is nonzero. The two single-power limits then follow by composing this result with e/u → 0, once for e → 0⁺ and once for u → ∞.

In `linear_term_gives_hole_tail`, the limits for m = 1 and m = 2 are multiplied by a and b and added. The facts `I3` and `I4` record that Im(i³) = −1 and Im(i⁴) = 0, which turns the sum into −2a/u⁴. It remains to show that the transform of the sum is the sum of the transforms. This is done for e > 0, where `sine_moment` supplies the integrability that `integral_add` requires.
